# One-pole form of the self-energy for a binary alloy without hopping

Let the sites of a binary alloy carry the real levels \(e_A\) and \(e_B\) with concentrations \(c\) and \(1-c\), where \(0\le c\le 1\), and let no electron hop between sites. At a complex energy \(w\) with \(\eta=\operatorname{Im}w>0\), the averaged Green function and its self-energy are

\[
G=\frac{c}{w-e_A}+\frac{1-c}{w-e_B},\qquad S=w-\frac1G .
\]

Write \(d=e_A-e_B\), \(m=c\,e_A+(1-c)e_B\) for the mean level, and \(m'=c\,e_B+(1-c)e_A\) for the mean with the two energies interchanged. Then

\[
S=m+\frac{c(1-c)d^2}{w-m'},\qquad \operatorname{Im}S\le 0,
\]

\[
\left|S-m-\frac{c(1-c)d^2}{w-m}\right|\le\frac{c(1-c)\,|1-2c|\,|d|^3}{\eta^2},
\]

and \(S\) is unchanged when the components are relabelled. The sign of \(\operatorname{Im}S\) is the same for any finite number of components.

When the hopping is zero, the coherent potential approximation (CPA) on a lattice reduces to this \(S\), so the formulas can serve as a check on a single-site CPA program in that zero-hopping limit.

## From the averaged Green function to the pole

For real \(x\), the number \(w-x\) has imaginary part \(\eta\). It is therefore nonzero, and \(|w-x|\ge\eta\). Over a common denominator,

\[
G=\frac{c(w-e_B)+(1-c)(w-e_A)}{(w-e_A)(w-e_B)}=\frac{w-m'}{(w-e_A)(w-e_B)} .
\]

The concentration of each component multiplies the level of the other, which is why \(m'\) appears and not \(m\). Next, \(m+m'=e_A+e_B\), and

\[
mm'=\bigl(c^2+(1-c)^2\bigr)e_Ae_B+c(1-c)(e_A^2+e_B^2)=e_Ae_B+c(1-c)d^2 .
\]

Hence \((w-e_A)(w-e_B)=(w-m)(w-m')-c(1-c)d^2\). Dividing by \(w-m'\) gives

\[
\frac1G=w-m-\frac{c(1-c)d^2}{w-m'},
\]

and subtracting this from \(w\) gives the stated form of \(S\). Relabelling sends \((c,e_A,e_B)\) to \((1-c,e_B,e_A)\), which only swaps the two terms of \(G\).

## The imaginary part and the second-order error

Since \(\operatorname{Im}\,(w-m')^{-1}=-\eta/|w-m'|^2\),

\[
\operatorname{Im}S=-\frac{c(1-c)d^2\,\eta}{|w-m'|^2}\le 0 .
\]

At \(\eta>0\) this vanishes exactly when \(c=0\), \(c=1\) or \(e_A=e_B\), that is, when there is no disorder. It should not be read as a decay rate of the levels: if \(\operatorname{Re}w\ne m'\) is held fixed and \(\eta\to0\), it tends to zero with or without disorder.

The quantity \(c(1-c)d^2\) is the variance of the site level, and second-order perturbation theory about the mean level puts it over \(w-m\). Because \(m'-m=(1-2c)d\), the error of that form is

\[
c(1-c)d^2\left(\frac1{w-m'}-\frac1{w-m}\right)=\frac{c(1-c)(1-2c)d^3}{(w-m')(w-m)} .
\]

Each factor in the denominator has modulus at least \(\eta\), which gives the bound. At \(c=\tfrac12\) the error is zero and the second-order form is exact.

## Several components

Let the concentrations \(c_i\ge0\) sum to one, let the levels \(e_i\) be real, and put \(g_i=1/(w-e_i)\), \(G=\sum_i c_ig_i\) and \(Q=\sum_i c_i|g_i|^2\). Taking imaginary parts term by term gives \(\operatorname{Im}G=-\eta Q\). At least one \(c_i\) is positive, so \(Q>0\) and \(G\ne0\). The triangle inequality and the convexity of the square give

\[
|G|^2\le\Bigl(\sum_i c_i|g_i|\Bigr)^2\le Q .
\]

Therefore \(\operatorname{Im}(1/G)=\eta Q/|G|^2\ge\eta\), and \(\operatorname{Im}(w-1/G)\le0\).

## The alloy in Lean

The development works over Mathlib's real and complex numbers.

```lean
import Mathlib

namespace AtomicLimitAlloy

noncomputable section
```

The mean level takes its two energies in order, so `meanLevel c eA eB` is \(m\) and `meanLevel c eB eA` is \(m'\).

```lean
/-- The concentration-weighted mean level `c eA + (1-c) eB`. -/
def meanLevel (c eA eB : ℝ) : ℝ := c * eA + (1 - c) * eB
```

Concentrations and levels are real and `w` is complex. The average over site occupations is written directly as a weighted sum; it is not derived from a Hamiltonian or from an ensemble of configurations.

```lean
/-- The averaged Green function of a binary alloy without hopping, for `w` different from
`eA` and `eB`. -/
def averagedGreen (c eA eB : ℝ) (w : ℂ) : ℂ :=
  (c : ℂ) / (w - eA) + (1 - (c : ℂ)) / (w - eB)
```

The self-energy is likewise defined by \(w-1/G\), not obtained by solving a CPA equation.

```lean
/-- The self-energy `w - 1/G` of the binary alloy without hopping, for `w` different from
`eA` and `eB` and a nonzero averaged Green function `G`. -/
def selfEnergy (c eA eB : ℝ) (w : ℂ) : ℂ := w - 1 / averagedGreen c eA eB w
```

For several components, a finite type `ι` labels the species, with concentrations `c i` and levels `e i`.

```lean
/-- The averaged Green function of an alloy with finitely many components, with
concentrations `c i` and levels `e i`, for `w` different from every level. -/
def multiGreen {ι : Type*} [Fintype ι] (c e : ι → ℝ) (w : ℂ) : ℂ :=
  ∑ i, (c i : ℂ) / (w - (e i : ℂ))
```

## Two facts about the upper half-plane

The hypothesis `hw : 0 < w.im` is the condition \(\eta>0\). Physically, it places the energy off the real axis on the retarded side; the theorems make no statement about real energies. The first lemma compares imaginary parts to show that \(w-x\) is nonzero for real \(x\).

```lean
/-- An energy in the upper half-plane never coincides with a real level. -/
lemma sub_level_ne_zero {w : ℂ} (hw : 0 < w.im) (x : ℝ) : w - (x : ℂ) ≠ 0 := by
  intro h
  have h' := congrArg Complex.im h
  simp at h'
  linarith
```

The second is the bound \(\eta\le|w-x|\), which follows because the imaginary part of a complex number never exceeds its modulus.

```lean
/-- The distance from a complex energy to a real level is at least the imaginary part of
the energy. -/
lemma im_le_norm_sub (w : ℂ) (x : ℝ) : w.im ≤ ‖w - (x : ℂ)‖ := by
  have h := Complex.abs_im_le_norm (w - (x : ℂ))
  simp only [Complex.sub_im, Complex.ofReal_im, sub_zero] at h
  exact (le_abs_self _).trans h
```

## The closed form and its imaginary part

The next theorem holds for every real `c`. Inside its proof, `hG` is the common-denominator form of \(G\), and `key` is the factorisation through \(m\) and \(m'\), verified by `ring` after the definitions are unfolded. The final rewriting inverts \(G\) and divides by \(w-m'\).

```lean
/-- In the upper half-plane the self-energy is the mean level plus a single pole, which lies
at the mean level taken with the two site energies interchanged. -/
theorem selfEnergy_eq (c eA eB : ℝ) {w : ℂ} (hw : 0 < w.im) :
    selfEnergy c eA eB w = (meanLevel c eA eB : ℂ) +
      (c : ℂ) * (1 - c) * (eA - eB) ^ 2 / (w - (meanLevel c eB eA : ℂ)) := by
  have hA := sub_level_ne_zero hw eA
  have hB := sub_level_ne_zero hw eB
  have hM := sub_level_ne_zero hw (meanLevel c eB eA)
  -- the two fractions share the numerator `w - meanLevel c eB eA`
  have hG : averagedGreen c eA eB w =
      (w - (meanLevel c eB eA : ℂ)) / ((w - eA) * (w - eB)) := by
    rw [averagedGreen, div_add_div _ _ hA hB]
    congr 1
    simp only [meanLevel]
    push_cast
    ring
  have key : (w - (eA : ℂ)) * (w - eB) =
      (w - (meanLevel c eA eB : ℂ)) * (w - (meanLevel c eB eA : ℂ))
        - (c : ℂ) * (1 - c) * (eA - eB) ^ 2 := by
    simp only [meanLevel]
    push_cast
    ring
  rw [selfEnergy, hG, one_div_div, key, sub_div, mul_div_cancel_right₀ _ hM]
  ring
```

For the imaginary part, `hK` records that \(c(1-c)d^2\) is a real number, so it can be taken outside. `Complex.inv_im` then supplies the imaginary part of \((w-m')^{-1}\).

```lean
/-- The imaginary part of the self-energy in the upper half-plane, in closed form. -/
theorem selfEnergy_im (c eA eB : ℝ) {w : ℂ} (hw : 0 < w.im) :
    (selfEnergy c eA eB w).im =
      -(c * (1 - c) * (eA - eB) ^ 2 * w.im / ‖w - (meanLevel c eB eA : ℂ)‖ ^ 2) := by
  have hK : (c : ℂ) * (1 - c) * (eA - eB) ^ 2 =
      ((c * (1 - c) * (eA - eB) ^ 2 : ℝ) : ℂ) := by simp
  rw [selfEnergy_eq c eA eB hw, hK, div_eq_mul_inv, Complex.add_im, Complex.ofReal_im,
    Complex.im_ofReal_mul, Complex.inv_im, Complex.normSq_eq_norm_sq, Complex.sub_im,
    Complex.ofReal_im]
  ring
```

The criterion for a vanishing imaginary part splits the vanishing product into its factors. The factor \(\eta\) and the squared modulus in the denominator are positive, which leaves the three cases found by hand.

```lean
/-- In the upper half-plane the imaginary part of the self-energy vanishes exactly when one
component is absent or the two levels coincide. -/
theorem selfEnergy_im_eq_zero_iff (c eA eB : ℝ) {w : ℂ} (hw : 0 < w.im) :
    (selfEnergy c eA eB w).im = 0 ↔ c = 0 ∨ c = 1 ∨ eA = eB := by
  rw [selfEnergy_im c eA eB hw]
  constructor
  · intro h
    have hN := norm_pos_iff.mpr (sub_level_ne_zero hw (meanLevel c eB eA))
    rcases div_eq_zero_iff.mp (neg_eq_zero.mp h) with h | h
    · rcases mul_eq_zero.mp ((mul_eq_zero.mp h).resolve_right hw.ne') with h | h
      · rcases mul_eq_zero.mp h with h | h
        · exact Or.inl h
        · exact Or.inr (Or.inl (by linarith))
      · exact Or.inr (Or.inr (sub_eq_zero.mp (pow_eq_zero_iff two_ne_zero |>.mp h)))
    · exact absurd h (pow_pos hN 2).ne'
  · rintro (rfl | rfl | rfl) <;> simp
```

## The remainder and the combined statement

The exact remainder also needs no restriction on `c`. Here `hd` is the signed difference \(m'-m=(1-2c)d\). Once the two fractions are combined, the numerators differ by \(c(1-c)d^2\) times this identity, and `linear_combination` closes the goal.

```lean
/-- The exact difference, in the upper half-plane, between the self-energy and its
second-order form with the pole at the mean level. -/
theorem selfEnergy_remainder (c eA eB : ℝ) {w : ℂ} (hw : 0 < w.im) :
    selfEnergy c eA eB w - (meanLevel c eA eB : ℂ)
        - (c : ℂ) * (1 - c) * (eA - eB) ^ 2 / (w - (meanLevel c eA eB : ℂ)) =
      (c : ℂ) * (1 - c) * (1 - 2 * c) * (eA - eB) ^ 3 /
        ((w - (meanLevel c eB eA : ℂ)) * (w - (meanLevel c eA eB : ℂ))) := by
  have hM := sub_level_ne_zero hw (meanLevel c eB eA)
  have hm := sub_level_ne_zero hw (meanLevel c eA eB)
  -- signed difference between the true pole and the mean level
  have hd : (meanLevel c eB eA : ℂ) - (meanLevel c eA eB : ℂ) =
      (1 - 2 * (c : ℂ)) * (eA - eB) := by
    simp only [meanLevel]
    push_cast
    ring
  rw [selfEnergy_eq c eA eB hw, add_sub_cancel_left, div_sub_div _ _ hM hm]
  congr 1
  linear_combination ((c : ℂ) * (1 - c) * (eA - eB) ^ 2) * hd
```

The main theorem assumes \(0\le c\le1\) through `h0` and `h1`, as concentrations require. Its four parts are, in order, the one-pole form with \(m'\) written out, the exchange symmetry, the sign of \(\operatorname{Im}S\), and the error bound, where `‖·‖` is the complex modulus and `w.im` is \(\eta\).

The first part rewrites the closed form, and the second swaps the two terms of \(G\). The third uses \(c(1-c)\ge0\) in the formula for the imaginary part. For the fourth, `hden` multiplies the two lower bounds on the denominators, and `div_le_div_of_nonneg_left` turns that into an upper bound on the remainder.

```lean
/-- For concentrations in `[0,1]` and energies in the upper half-plane, the self-energy has
the one-pole form, is symmetric under exchange of the components, has nonpositive imaginary
part, and differs from its second-order form by at most a term cubic in `eA - eB`. -/
theorem selfEnergy_main {c : ℝ} (h0 : 0 ≤ c) (h1 : c ≤ 1) (eA eB : ℝ) {w : ℂ}
    (hw : 0 < w.im) :
    selfEnergy c eA eB w = (meanLevel c eA eB : ℂ) +
        (c : ℂ) * (1 - c) * (eA - eB) ^ 2 / (w - ((1 - c) * eA + c * eB)) ∧
    selfEnergy c eA eB w = selfEnergy (1 - c) eB eA w ∧
    (selfEnergy c eA eB w).im ≤ 0 ∧
    ‖selfEnergy c eA eB w - (meanLevel c eA eB : ℂ)
        - (c : ℂ) * (1 - c) * (eA - eB) ^ 2 / (w - (meanLevel c eA eB : ℂ))‖ ≤
      c * (1 - c) * |1 - 2 * c| * |eA - eB| ^ 3 / w.im ^ 2 := by
  have hc : 0 ≤ c * (1 - c) := mul_nonneg h0 (by linarith)
  refine ⟨?_, ?_, ?_, ?_⟩
  · have hM : (meanLevel c eB eA : ℂ) = (1 - (c : ℂ)) * eA + c * eB := by
      simp only [meanLevel]
      push_cast
      ring
    rw [selfEnergy_eq c eA eB hw, hM]
  · have hG : averagedGreen c eA eB w = averagedGreen (1 - c) eB eA w := by
      simp only [averagedGreen]
      push_cast
      rw [sub_sub_cancel, add_comm]
    rw [selfEnergy, selfEnergy, hG]
  · rw [selfEnergy_im c eA eB hw]
    exact neg_nonpos.mpr (div_nonneg
      (mul_nonneg (mul_nonneg hc (sq_nonneg _)) hw.le) (sq_nonneg _))
  · have hK : (c : ℂ) * (1 - c) * (1 - 2 * c) * (eA - eB) ^ 3 =
        ((c * (1 - c) * (1 - 2 * c) * (eA - eB) ^ 3 : ℝ) : ℂ) := by simp
    -- each of the two resolvents is bounded by `1 / Im w`
    have hden : w.im ^ 2 ≤
        ‖w - (meanLevel c eB eA : ℂ)‖ * ‖w - (meanLevel c eA eB : ℂ)‖ := by
      rw [sq]
      exact mul_le_mul (im_le_norm_sub w _) (im_le_norm_sub w _) hw.le (norm_nonneg _)
    rw [selfEnergy_remainder c eA eB hw, norm_div, norm_mul (w - _), hK, Complex.norm_real,
      Real.norm_eq_abs, abs_mul, abs_mul, abs_pow, abs_of_nonneg hc]
    exact div_le_div_of_nonneg_left
      (mul_nonneg (mul_nonneg hc (abs_nonneg _)) (pow_nonneg (abs_nonneg _) 3))
      (pow_pos hw 2) hden
```

At equal concentrations \(m\) and \(m'\) are both \((e_A+e_B)/2\), which is what the local statement `h` provides. Substituting it into the closed form leaves \((d/2)^2\) as the weight of the pole.

```lean
/-- At equal concentrations the second-order form of the self-energy is exact in the upper
half-plane. -/
theorem selfEnergy_half (eA eB : ℝ) {w : ℂ} (hw : 0 < w.im) :
    selfEnergy (1 / 2) eA eB w =
      ((eA : ℂ) + eB) / 2 + (((eA : ℂ) - eB) / 2) ^ 2 / (w - ((eA : ℂ) + eB) / 2) := by
  have h (x y : ℝ) : (meanLevel (1 / 2) x y : ℂ) = ((x : ℂ) + y) / 2 := by
    simp only [meanLevel]
    push_cast
    ring
  rw [selfEnergy_eq _ eA eB hw, h, h, add_comm (eB : ℂ) eA]
  push_cast
  ring
```

## The sign for any number of components

For the general alloy, `hc` and `hsum` say that the concentrations are nonnegative and sum to one. The theorem gives the sign of the imaginary part only, with no closed form for the self-energy. A single component is allowed.

The proof follows the derivation above. `hIm` is \(\operatorname{Im}G=-\eta Q\). `hNorm` is \(|G|^2\le Q\), with the convexity step supplied by `Real.pow_arith_mean_le_arith_mean_pow`. `hq` finds a species that is present and concludes \(Q>0\), and `hG` deduces that \(G\) does not vanish. The last lines reduce the claim to \(\eta|G|^2\le\eta Q\), which is `hNorm` multiplied by \(\eta\).

```lean
/-- For any finite number of components with nonnegative concentrations summing to one, the
self-energy without hopping has nonpositive imaginary part in the upper half-plane. -/
theorem multi_selfEnergy_im_nonpos {ι : Type*} [Fintype ι] (c e : ι → ℝ)
    (hc : ∀ i, 0 ≤ c i) (hsum : ∑ i, c i = 1) {w : ℂ} (hw : 0 < w.im) :
    (w - 1 / multiGreen c e w).im ≤ 0 := by
  have hIm : (multiGreen c e w).im =
      -(w.im * ∑ i, c i * ‖(w - (e i : ℂ))⁻¹‖ ^ 2) := by
    rw [multiGreen, Complex.im_sum, Finset.mul_sum, ← Finset.sum_neg_distrib]
    refine Finset.sum_congr rfl fun i _ => ?_
    rw [div_eq_mul_inv, Complex.im_ofReal_mul, Complex.inv_im, Complex.normSq_eq_norm_sq,
      norm_inv, Complex.sub_im, Complex.ofReal_im]
    ring
  -- convexity of the square
  have hNorm : ‖multiGreen c e w‖ ^ 2 ≤ ∑ i, c i * ‖(w - (e i : ℂ))⁻¹‖ ^ 2 := by
    have h1 : ‖multiGreen c e w‖ ≤ ∑ i, c i * ‖(w - (e i : ℂ))⁻¹‖ := by
      refine (norm_sum_le _ _).trans (le_of_eq (Finset.sum_congr rfl fun i _ => ?_))
      rw [div_eq_mul_inv, norm_mul, Complex.norm_real, Real.norm_eq_abs,
        abs_of_nonneg (hc i)]
    exact (pow_le_pow_left₀ (norm_nonneg _) h1 2).trans
      (Real.pow_arith_mean_le_arith_mean_pow Finset.univ c _ (fun i _ => hc i) hsum
        (fun i _ => norm_nonneg _) 2)
  -- some component is present, so the Green function does not vanish
  have hq : 0 < ∑ i, c i * ‖(w - (e i : ℂ))⁻¹‖ ^ 2 := by
    obtain ⟨i, hi, hci⟩ := Finset.exists_ne_zero_of_sum_ne_zero
      (show ∑ i, c i ≠ 0 by rw [hsum]; exact one_ne_zero)
    exact Finset.sum_pos' (fun j _ => mul_nonneg (hc j) (sq_nonneg _))
      ⟨i, hi, mul_pos (lt_of_le_of_ne (hc i) hci.symm)
        (pow_pos (norm_pos_iff.mpr (inv_ne_zero (sub_level_ne_zero hw (e i)))) 2)⟩
  have hG : multiGreen c e w ≠ 0 := by
    intro h
    rw [h, Complex.zero_im] at hIm
    linarith [mul_pos hw hq]
  rw [one_div, Complex.sub_im, Complex.inv_im, Complex.normSq_eq_norm_sq, hIm, neg_neg,
    sub_nonpos, le_div_iff₀ (pow_pos (norm_pos_iff.mpr hG) 2)]
  exact mul_le_mul_of_nonneg_left hNorm hw.le

end

end AtomicLimitAlloy
```

```lean
#print axioms AtomicLimitAlloy.selfEnergy_im_eq_zero_iff
#print axioms AtomicLimitAlloy.selfEnergy_main
#print axioms AtomicLimitAlloy.selfEnergy_half
#print axioms AtomicLimitAlloy.multi_selfEnergy_im_nonpos
```

```
'AtomicLimitAlloy.selfEnergy_im_eq_zero_iff' depends on axioms: [propext, Classical.choice, Quot.sound]
'AtomicLimitAlloy.selfEnergy_main' depends on axioms: [propext, Classical.choice, Quot.sound]
'AtomicLimitAlloy.selfEnergy_half' depends on axioms: [propext, Classical.choice, Quot.sound]
'AtomicLimitAlloy.multi_selfEnergy_im_nonpos' depends on axioms: [propext, Classical.choice, Quot.sound]
```
